# A differentiable cell energy that is invariant under rotations has a symmetric stress

## Cells, rotations and the stress

Let d be the number of space dimensions. A homogeneous deformation is a real d×d matrix F, which sends each reference lattice vector h to Fh. The energy is a real function E of F, and its derivative at F is a linear map E′ with

E(F + H) = E(F) + E′(H) + o(‖H‖).

This is the content of `HasFDerivAt E E' F`. The file equips matrices with the largest-entry norm; in finite dimension every norm gives the same derivative.

```lean
import Mathlib

open Matrix

namespace StressSymmetry

noncomputable section

attribute [local instance] Matrix.normedAddCommGroup Matrix.normedSpace

variable {d : ℕ}
```

The type of deformations is `Cell d`. It contains all matrices, singular ones included. Where the sign of the determinant matters, a theorem says so.

```lean
/-- Real `d` by `d` matrices, describing homogeneous deformations of the cell. -/
abbrev Cell (d : ℕ) := Matrix (Fin d) (Fin d) ℝ
```

A rotation is a matrix R with

RᵀR = 1 and det R = 1.

The second condition excludes reflections, so invariance is required only under proper rotations.

```lean
/-- A rotation is an orthogonal matrix of determinant one. -/
def IsRotation (R : Cell d) : Prop := Rᵀ * R = 1 ∧ R.det = 1
```

Write E_ab, with two indices, for the elementary matrix that has a one in row a and column b and zeros elsewhere; in Lean it is `Matrix.single a b 1`. A small strain ε along E_ab changes F to (1 + εE_ab)F, so the first-order change of the cell is εE_ab F. The stress is the corresponding derivative of the energy:

σ_ab(F) = E′(E_ab F).

At F = 1 this is the derivative along E_ab itself. There is no division by the cell volume and no change of sign; neither would affect symmetry. `stress` takes the derivative `E'` as an argument, and the theorems tie it to the energy by `HasFDerivAt`.

```lean
/-- The stress at the deformation `F`, for an energy with derivative `E'` there: component `a b`
is the derivative along the strain `E_ab` applied to `F`, not divided by the volume. -/
def stress (E' : Cell d →L[ℝ] ℝ) (F : Cell d) : Cell d :=
  Matrix.of fun a b => E' (Matrix.single a b 1 * F)
```

## Rotating in one coordinate plane

Rotations in the coordinate planes are enough for the argument. For two distinct axes a and b, the generator is

K = E_ba − E_ab.

It turns axis a towards axis b.

```lean
/-- The generator of rotations in the plane of the axes `a` and `b`. -/
def planeGen (a b : Fin d) : Cell d := Matrix.single b a 1 - Matrix.single a b 1
```

The projector on the plane is

P = E_aa + E_bb.

```lean
/-- The sum of the projectors on the axes `a` and `b`. -/
def planeProj (a b : Fin d) : Cell d := Matrix.single a a 1 + Matrix.single b b 1
```

The rotation by the angle θ acts as cos θ P + sin θ K in the plane and as the identity on the other axes. Together this is

R(θ) = 1 + (cos θ − 1)P + sin θ K.

Lean also accepts this definition for a = b, where it isn't a rotation in general, so the theorems about it assume a ≠ b.

```lean
/-- The rotation by the angle `θ` in the plane of two distinct axes `a` and `b`. -/
def planeRotation (a b : Fin d) (θ : ℝ) : Cell d :=
  1 + (Real.cos θ - 1) • planeProj a b + Real.sin θ • planeGen a b
```

Elementary matrices multiply by E_ij E_kl = E_il if j = k, and the product is zero otherwise. For the square of the generator this gives

K² = (E_ba − E_ab)(E_ba − E_ab) = −E_bb − E_aa = −P,

because E_ba E_ba and E_ab E_ab vanish when a ≠ b. In the same way

P² = P, PK = K, KP = K.

The proof expands all four products and simplifies them with a ≠ b.

```lean
/-- The products of the generator and the projector of a coordinate plane. -/
theorem plane_algebra {a b : Fin d} (hab : a ≠ b) :
    planeProj a b * planeProj a b = planeProj a b ∧
    planeProj a b * planeGen a b = planeGen a b ∧
    planeGen a b * planeProj a b = planeGen a b ∧
    planeGen a b * planeGen a b = -planeProj a b := by
  refine ⟨?_, ?_, ?_, ?_⟩ <;>
    simp [planeGen, planeProj, mul_add, add_mul, mul_sub, sub_mul, hab, hab.symm] <;> abel
```

These products yield the addition law. In R(α)R(β), the coefficient of P is

(cos α − 1) + (cos β − 1) + (cos α − 1)(cos β − 1) − sin α sin β
= cos α cos β − sin α sin β − 1
= cos(α + β) − 1,

and the coefficient of K is

sin α + sin β + (cos α − 1) sin β + sin α (cos β − 1)
= cos α sin β + sin α cos β
= sin(α + β).

Hence R(α)R(β) = R(α + β). The code substitutes the four products and the addition formulas, and `module` compares the coefficients.

```lean
/-- Successive rotations in one plane add their angles. -/
theorem planeRotation_mul {a b : Fin d} (hab : a ≠ b) (α β : ℝ) :
    planeRotation a b α * planeRotation a b β = planeRotation a b (α + β) := by
  obtain ⟨hPP, hPK, hKP, hKK⟩ := plane_algebra hab
  simp only [planeRotation, mul_add, add_mul, smul_mul_assoc, mul_smul_comm, hPP, hPK, hKP, hKK,
    one_mul, mul_one, Real.cos_add, Real.sin_add]
  module
```

Since Pᵀ = P and Kᵀ = −K, transposition reverses the angle:

R(θ)ᵀ = R(−θ), so R(θ)ᵀR(θ) = R(0) = 1.

Orthogonality alone leaves det R(θ) = ±1. Halving the angle settles the sign:

det R(θ) = (det R(θ/2))² = det(R(θ/2)ᵀR(θ/2)) = 1.

In the proof, `ht` is the transposition rule and `ho` is orthogonality at every angle.

```lean
/-- A plane rotation is orthogonal and has determinant one. -/
theorem planeRotation_isRotation {a b : Fin d} (hab : a ≠ b) (θ : ℝ) :
    IsRotation (planeRotation a b θ) := by
  -- the transpose is the rotation by the opposite angle
  have ht : ∀ φ : ℝ, (planeRotation a b φ)ᵀ = planeRotation a b (-φ) := by
    intro φ
    simp only [planeRotation, planeGen, planeProj, Matrix.transpose_add, Matrix.transpose_sub,
      Matrix.transpose_smul, Matrix.transpose_one, Matrix.transpose_single, Real.cos_neg,
      Real.sin_neg]
    module
  have ho : ∀ φ : ℝ, (planeRotation a b φ)ᵀ * planeRotation a b φ = 1 := by
    intro φ
    rw [ht, planeRotation_mul hab, neg_add_cancel]
    simp [planeRotation]
  refine ⟨ho θ, ?_⟩
  -- the rotation is the square of the rotation by half the angle
  have h := congrArg Matrix.det (ho (θ / 2))
  rw [Matrix.det_mul, Matrix.det_transpose, Matrix.det_one] at h
  rw [← add_halves θ, ← planeRotation_mul hab, Matrix.det_mul]
  exact h
```

## The energy change of a turning cell

Now turn a cell F. Differentiating R(θ)F gives

d/dθ R(θ)F = (−sin θ P + cos θ K)F.

On the other hand,

K R(θ) = K + (cos θ − 1)KP + sin θ K² = cos θ K − sin θ P.

The two agree, so the velocity is the generator applied to the turned cell:

d/dθ R(θ)F = K R(θ)F.

The proof builds the first expression from the derivatives of cosine and sine, then uses KP = K and K² = −P to show that the second form equals it.

```lean
/-- The velocity of a cell `F` turned in a plane is the generator applied to the turned cell. -/
theorem hasDerivAt_planeRotation_mul {a b : Fin d} (hab : a ≠ b) (F : Cell d) (θ : ℝ) :
    HasDerivAt (fun t => planeRotation a b t * F)
      (planeGen a b * (planeRotation a b θ * F)) θ := by
  obtain ⟨_, _, hKP, hKK⟩ := plane_algebra hab
  have h := ((((Real.hasDerivAt_cos θ).sub_const 1).smul_const (planeProj a b * F)).const_add
    F).add ((Real.hasDerivAt_sin θ).smul_const (planeGen a b * F))
  have hf : (fun t => planeRotation a b t * F) = fun t =>
      F + (Real.cos t - 1) • (planeProj a b * F) + Real.sin t • (planeGen a b * F) := by
    funext t
    simp only [planeRotation, add_mul, one_mul, smul_mul_assoc]
  rw [hf]
  refine h.congr_deriv ?_
  rw [← mul_assoc]
  simp only [planeRotation, mul_add, mul_one, mul_smul_comm, hKP, hKK, add_mul, smul_mul_assoc,
    neg_mul, smul_neg]
  module
```

Let G = R(θ)F, and let E′ be the derivative of the energy at G. The chain rule and the linearity of E′ give

d/dθ E(R(θ)F) = E′(KG) = E′(E_ba G) − E′(E_ab G) = σ_ba(G) − σ_ab(G).

The difference σ_ba − σ_ab is therefore a torque, up to sign: it measures how the energy responds to turning the cell. The chain rule used here assumes differentiability of E as a function of the whole matrix. In the code it is `comp_hasDerivAt`, and the auxiliary statement `key` supplies the linearity.

```lean
/-- When the cell is turned in the plane of two distinct axes `a` and `b`, an energy that is
differentiable at the turned cell changes at a rate equal to the difference of the stress components
`b a` and `a b`. -/
theorem hasDerivAt_energy {E : Cell d → ℝ} {E' : Cell d →L[ℝ] ℝ} {a b : Fin d} (hab : a ≠ b)
    (F : Cell d) (θ : ℝ) (hE : HasFDerivAt E E' (planeRotation a b θ * F)) :
    HasDerivAt (fun t => E (planeRotation a b t * F))
      (stress E' (planeRotation a b θ * F) b a - stress E' (planeRotation a b θ * F) a b) θ := by
  have h := hE.comp_hasDerivAt θ (hasDerivAt_planeRotation_mul hab F θ)
  refine h.congr_deriv ?_
  -- linearity of the derivative, stated for a general normed space
  have key : ∀ (V : Type) [NormedAddCommGroup V] [NormedSpace ℝ V] (L : V →L[ℝ] ℝ) (x y : V),
      L (x - y) = L x - L y := by
    intro V _ _ L x y
    exact map_sub L x y
  simp only [stress, planeGen, sub_mul, Matrix.of_apply]
  exact key (Cell d) E' _ _
```

## Invariance removes the torque

Suppose that E(R(θ)F) = E(F) for every coordinate plane and every angle. The energy is then constant along the curve and its derivative at θ = 0 is zero. Since R(0)F = F, the previous formula becomes

σ_ba(F) − σ_ab(F) = 0.

For a = b there is nothing to show. The proof makes this distinction first; for a ≠ b it computes the derivative at zero both from the torque formula and from constancy, and equates the two by uniqueness of the derivative. The statement concerns a single cell F and needs invariance only for rotations of that cell.

```lean
/-- If the energy is differentiable at the cell `F` and turning `F` in any coordinate plane leaves
the energy unchanged, the stress at `F` is symmetric. -/
theorem stress_isSymm_of_plane {E : Cell d → ℝ} {E' : Cell d →L[ℝ] ℝ} {F : Cell d}
    (hE : HasFDerivAt E E' F)
    (hinv : ∀ a b, a ≠ b → ∀ θ, E (planeRotation a b θ * F) = E F) :
    (stress E' F).IsSymm := by
  refine Matrix.IsSymm.ext fun a b => ?_
  by_cases hab : a = b
  · rw [hab]
  have h0 : planeRotation a b 0 * F = F := by simp [planeRotation]
  have h := hasDerivAt_energy (E := E) (E' := E') hab F 0 (by rwa [h0])
  rw [h0] at h
  -- the energy is constant along the rotation, so its derivative vanishes
  have hc : (fun t => E (planeRotation a b t * F)) = fun _ => E F := funext (hinv a b hab)
  rw [hc] at h
  have hz := h.unique (hasDerivAt_const (0 : ℝ) (E F))
  linarith
```

At F = 1 it is enough that E(R) = E(1) for every rotation R. This holds when space is isotropic for the crystal: with no external field to single out a direction, turning the whole crystal costs no energy. Plane rotations are rotations, so the previous result applies.

```lean
/-- If the energy is differentiable at the identity and every rotation has the energy of the
identity, the stress at the identity is symmetric. -/
theorem stress_isSymm {E : Cell d → ℝ} {E' : Cell d →L[ℝ] ℝ} (hE : HasFDerivAt E E' 1)
    (hinv : ∀ R, IsRotation R → E R = E 1) : (stress E' 1).IsSymm := by
  refine stress_isSymm_of_plane hE fun a b hab θ => ?_
  rw [mul_one]
  exact hinv _ (planeRotation_isRotation hab θ)
```

The smallest dimension with any content is d = 2, where there is one plane and one equation, σ_01 = σ_10, with axes numbered from zero as in Lean. For d = 1 the only rotation is the identity, and a 1×1 stress is symmetric whatever the energy.

Differentiability must hold for the matrix as a whole; derivatives along the separate E_ab are not enough. For d = 2, set

E(1 + tE_01) = t for all real t, and E(F) = 0 for every other F.

The matrix 1 + tE_01 is a rotation only for t = 0, so E(R) = 0 = E(1) for every rotation R. The derivatives at the identity along all four elementary matrices exist, but the one along E_01 is 1 and the one along E_10 is 0. The energy isn't differentiable at the identity: a linear derivative would have to give 1 along E_01 + E_10, whereas the energy is zero along that whole line.

## From symmetric stress back to invariance

Let E now be differentiable at every cell of positive determinant, with derivative `E' F` at F. Invariance of the energy under plane rotations of all these cells gives symmetric stress at each of them, by the argument above.

For the converse, assume that the stress is symmetric at all these cells. Fix F with det F > 0. The turned cells stay in the same set, because

det(R(θ)F) = det R(θ) det F = det F > 0.

The torque formula therefore applies at every angle, and symmetry makes its right-hand side zero:

d/dθ E(R(θ)F) = 0 for all θ.

A differentiable function of one real variable with zero derivative everywhere is constant, so E(R(θ)F) = E(R(0)F) = E(F). This direction uses symmetry at all the turned cells, not only at F. In the code, `hpos` keeps the determinant positive, `hd` is the vanishing derivative, and `is_const_of_deriv_eq_zero` compares the angles θ and 0.

```lean
/-- For an energy differentiable at all cells of positive determinant, the stress is symmetric
at all of them exactly when the energy is invariant under all plane rotations of them. -/
theorem stress_isSymm_iff {E : Cell d → ℝ} {E' : Cell d → Cell d →L[ℝ] ℝ}
    (hE : ∀ F, 0 < F.det → HasFDerivAt E (E' F) F) :
    (∀ F, 0 < F.det → (stress (E' F) F).IsSymm) ↔
      ∀ F, 0 < F.det → ∀ a b, a ≠ b → ∀ θ, E (planeRotation a b θ * F) = E F := by
  constructor
  · intro hs F hF a b hab θ
    have hpos : ∀ t, 0 < (planeRotation a b t * F).det := by
      intro t
      rw [Matrix.det_mul, (planeRotation_isRotation hab t).2, one_mul]
      exact hF
    -- symmetric stress means zero torque at every angle
    have hd : ∀ t, HasDerivAt (fun t => E (planeRotation a b t * F)) 0 t := by
      intro t
      refine (hasDerivAt_energy hab F t (hE _ (hpos t))).congr_deriv ?_
      rw [(hs _ (hpos t)).apply a b, sub_self]
    have h := is_const_of_deriv_eq_zero (fun t => (hd t).differentiableAt)
      (fun t => (hd t).deriv) θ 0
    simpa [planeRotation] using h
  · intro hinv F hF
    exact stress_isSymm_of_plane (hE F hF) (hinv F hF)
```

## Energies that depend only on the metric

The scalar product of two deformed lattice vectors is

(Fh)ᵀ(Fh′) = hᵀ(FᵀF)h′.

The metric FᵀF thus fixes all lengths and angles of the deformed lattice. If the atoms follow the deformation at fixed fractional coordinates, it fixes all interatomic distances as well. Suppose that the energy depends on the deformation only through this metric, E(F) = g(FᵀF) for some function g. A rotation R leaves the metric unchanged:

(RF)ᵀ(RF) = FᵀRᵀRF = FᵀF.

Hence E(RF) = E(F), and the stress is symmetric wherever E is differentiable. No smoothness of g is assumed separately. The proof checks the metric identity as `hm` and passes the resulting invariance to the single-cell theorem.

```lean
/-- An energy that depends on the deformation only through the metric `Fᵀ F` has a symmetric
stress wherever it is differentiable. -/
theorem stress_isSymm_of_metric {E g : Cell d → ℝ} {E' : Cell d →L[ℝ] ℝ} {F : Cell d}
    (hE : HasFDerivAt E E' F) (hg : ∀ G, E G = g (Gᵀ * G)) : (stress E' F).IsSymm := by
  refine stress_isSymm_of_plane hE fun a b hab θ => ?_
  have hR := (planeRotation_isRotation hab θ).1
  have hm : (planeRotation a b θ * F)ᵀ * (planeRotation a b θ * F) = Fᵀ * F := by
    rw [Matrix.transpose_mul, mul_assoc, ← mul_assoc (planeRotation a b θ)ᵀ, hR, one_mul]
  rw [hg, hg F, hm]

end

end StressSymmetry
```

## The stress in an ultrasoft calculation

With ultrasoft pseudopotentials, the augmentation charges and the overlap operator add terms to the stress; the theorems constrain the total only if the energy is a differentiable, rotation-invariant function of the deformation, which is assumed here and not derived from an ultrasoft functional. Under that assumption, an antisymmetric part in independently computed components, beyond numerical error, shows that they are not the exact derivatives of that energy.

The model contains no electrons, basis set or atomic relaxation: all of these enter through the single function E. Differentiability is a real condition on that function, since a crossing of energy levels can put a kink in the energy of the lowest state.

```lean
#print axioms StressSymmetry.stress_isSymm
-- 'StressSymmetry.stress_isSymm' depends on axioms: [propext, Classical.choice, Quot.sound]
#print axioms StressSymmetry.stress_isSymm_iff
-- 'StressSymmetry.stress_isSymm_iff' depends on axioms: [propext, Classical.choice, Quot.sound]
#print axioms StressSymmetry.stress_isSymm_of_metric
-- 'StressSymmetry.stress_isSymm_of_metric' depends on axioms: [propext, Classical.choice, Quot.sound]
```
